# Sufficient Fermi–Dirac smearing quenches Stoner magnetism in finitely many rigidly split levels

A spin-polarized calculation for a metal samples the Brillouin zone at finitely many points and often smears the occupations so that the sums converge with fewer points. If the smearing is too wide, a magnetic metal can come out with no moment at all. What width is enough to rule out a nonzero moment?

The Stoner model gives a sufficient width, though for particular levels a smaller one may do. Let levels $e_i$ carry weights $w_i\ge 0$ with total $W=\sum_i w_i$, and let $\mu$ be the chemical potential and $T>0$ the smearing temperature in energy units. An exchange field $h$ moves spin-up levels to $e_i-h$ and spin-down levels to $e_i+h$. The magnetization $M$, the spin-up minus the spin-down occupation, produces the field that sustains it, $h=IM$. The constant $I$ measures how strongly exchange favours aligned spins. If $IW\le 2T$, the only self-consistent magnetization is $M=0$.

```lean
import Mathlib

open Finset

namespace StonerSmearing

noncomputable section
```

## Occupations, magnetization and the weight near the chemical potential

In the reduced energy $x$, the occupation is

$$f(x)=\frac{1}{1+e^{x}} .$$

```lean
/-- The Fermi-Dirac occupation as a function of the reduced energy `x`. -/
def fermi (x : ℝ) : ℝ := 1 / (1 + Real.exp x)
```

The magnetization in a given field is

$$m(h)=\sum_i w_i\left[f\!\left(\frac{e_i-h-\mu}{T}\right)-f\!\left(\frac{e_i+h-\mu}{T}\right)\right].$$

In Lean the levels are indexed by a finite type `ι`, and `w` and `e` are real functions on it. The splitting between the two spins is $2h=2IM$. Many texts write it as $I_sM$, so the $I$ used here is half of that $I_s$.

```lean
/-- Spin-up minus spin-down occupation of levels `e i` with weights `w i`, split by a field `h`,
at chemical potential `μ` and smearing temperature `T ≠ 0`. -/
def magnetization {ι : Type*} [Fintype ι] (w e : ι → ℝ) (μ T h : ℝ) : ℝ :=
  ∑ i, w i * (fermi ((e i - h - μ) / T) - fermi ((e i + h - μ) / T))
```

With $f_i=f((e_i-\mu)/T)$, a level responds to a small field in proportion to $w_if_i(1-f_i)$, which decays exponentially once the level is more than a few $T$ from $\mu$. The sum over all levels is $\sum_i w_i f_i(1-f_i)$. Divided by $T$, it is the smeared density of states per spin at $\mu$.

```lean
/-- The sum of `w f (1 - f)` over the unsplit levels, where `f` is the occupation of a level
at smearing temperature `T ≠ 0`. -/
def thermalWeight {ι : Type*} [Fintype ι] (w e : ι → ℝ) (μ T : ℝ) : ℝ :=
  ∑ i, w i * (fermi ((e i - μ) / T) * (1 - fermi ((e i - μ) / T)))
```

## How far one level can be polarized

Since $1-f=e^x/(1+e^x)$, the quotient rule gives

$$f'(x)=-\frac{e^x}{(1+e^x)^2}=-f(x)\,(1-f(x)).$$

```lean
variable {ι : Type*} [Fintype ι] {w e : ι → ℝ} {μ T I : ℝ}

/-- The slope of the Fermi function is `-f (1 - f)`. -/
theorem fermi_hasDerivAt (x : ℝ) : HasDerivAt fermi (-(fermi x * (1 - fermi x))) x := by
  have hp : 1 + Real.exp x ≠ 0 := by positivity
  have h : HasDerivAt fermi
      ((0 * (1 + Real.exp x) - 1 * Real.exp x) / (1 + Real.exp x) ^ 2) x :=
    (hasDerivAt_const x (1 : ℝ)).fun_div ((Real.hasDerivAt_exp x).const_add 1) hp
  refine h.congr_deriv ?_
  unfold fermi
  field_simp
  ring
```

Multiplying numerator and denominator by $e^x$ gives particle–hole symmetry:

$$f(-x)=\frac{1}{1+e^{-x}}=\frac{e^x}{1+e^x}=1-f(x).$$

```lean
/-- Particle-hole symmetry of the Fermi function. -/
theorem fermi_neg (x : ℝ) : fermi (-x) = 1 - fermi x := by
  have hu := Real.exp_pos x
  unfold fermi
  rw [Real.exp_neg]
  field_simp
  ring
```

Now split a level at $x$ by $\pm d$ with $d\ge0$, and write $u=e^x$, $v=e^d\ge1$. Then

$$f(x-d)-f(x+d)=\frac{v}{v+u}-\frac{1}{1+uv}=\frac{u(v^2-1)}{(v+u)(1+uv)} .$$

At $x=0$ this equals $(v-1)/(v+1)$. Subtracting the general value from the value at $x=0$ leaves

$$\frac{v(v-1)(1-u)^2}{(1+v)(v+u)(1+uv)}\ \ge 0 ,$$

so a level is polarized most when it lies at $\mu$. In the proof, `key` is this identity and `hn` is its sign.

```lean
/-- For a given splitting `d ≥ 0`, a level is polarized most when it lies at the chemical
potential. -/
theorem fermi_split_le (x : ℝ) {d : ℝ} (hd : 0 ≤ d) :
    fermi (x - d) - fermi (x + d) ≤ fermi (-d) - fermi d := by
  have hu := Real.exp_pos x
  have hv0 := Real.exp_pos d
  have hv := Real.one_le_exp hd
  unfold fermi
  rw [Real.exp_sub, Real.exp_add, Real.exp_neg]
  generalize Real.exp x = u at hu ⊢
  generalize Real.exp d = v at hv0 hv ⊢
  -- the difference of the two sides is manifestly nonnegative
  have key : (1 / (1 + v⁻¹) - 1 / (1 + v)) - (1 / (1 + u / v) - 1 / (1 + u * v))
      = v * (v - 1) * (1 - u) ^ 2 / ((1 + v) * (v + u) * (1 + u * v)) := by
    field_simp
    ring
  have hn : 0 ≤ v * (v - 1) * (1 - u) ^ 2 / ((1 + v) * (v + u) * (1 + u * v)) :=
    div_nonneg (mul_nonneg (mul_nonneg hv0.le (sub_nonneg.2 hv)) (sq_nonneg _)) (by positivity)
  linarith
```

For a level at $\mu$, the polarization is $f(-d)-f(d)=1-2f(d)$. To compare it with $d/2$, take $g(y)=y/2+2f(y)$. Its derivative is

$$g'(y)=\tfrac12-2f(y)(1-f(y))=2\left(\tfrac12-f(y)\right)^2,$$

which is positive for $y>0$, where $f(y)<\tfrac12$. Hence $g(d)>g(0)=1$ for $d>0$, which rearranges to

$$f(-d)-f(d)<\frac d2 .$$

The Mathlib lemma `strictMonoOn_of_deriv_pos` deserves a closer look. It takes a function continuous on a convex set of reals, asks for a positive derivative only in the interior, and returns strict monotonicity on the whole set. Here the set is $[0,\infty)$ and $g'(0)=0$, so a lemma requiring a positive derivative at the endpoint too would not apply. The strict inequality obtained this way is what later settles the boundary case $IW=2T$.

```lean
/-- The polarization of a level at the chemical potential stays strictly below its linear
response `d / 2` for every splitting `d > 0`. -/
theorem fermi_split_lt {d : ℝ} (hd : 0 < d) : fermi (-d) - fermi d < d / 2 := by
  have hg : ∀ y, HasDerivAt (fun y => y / 2 + 2 * fermi y)
      (1 / 2 + 2 * (-(fermi y * (1 - fermi y)))) y := fun y =>
    ((hasDerivAt_id' y).div_const 2).fun_add ((fermi_hasDerivAt y).const_mul 2)
  have hmono : StrictMonoOn (fun y => y / 2 + 2 * fermi y) (Set.Ici 0) := by
    refine strictMonoOn_of_deriv_pos (convex_Ici 0)
      (fun y _ => (hg y).continuousAt.continuousWithinAt) (fun y hy => ?_)
    rw [interior_Ici] at hy
    have hy' : 0 < y := hy
    rw [(hg y).deriv]
    have hf : fermi y < 1 / 2 :=
      one_div_lt_one_div_of_lt (by norm_num) (by linarith [Real.add_one_le_exp y])
    nlinarith [mul_pos (sub_pos.2 hf) (sub_pos.2 hf)]
  have h : (0 : ℝ) / 2 + 2 * fermi 0 < d / 2 + 2 * fermi d :=
    hmono (Set.mem_Ici.2 le_rfl) (Set.mem_Ici.2 hd.le) hd
  have h0 : fermi 0 = 1 / 2 := by norm_num [fermi]
  rw [fermi_neg]
  linarith
```

## The magnetization as a function of the field

Replacing $h$ by $-h$ exchanges the two occupations in every term, so $m(-h)=-m(h)$.

```lean
/-- Reversing the field reverses the magnetization. -/
theorem magnetization_neg (h : ℝ) :
    magnetization w e μ T (-h) = -magnetization w e μ T h := by
  unfold magnetization
  rw [← Finset.sum_neg_distrib]
  refine Finset.sum_congr rfl (fun i _ => ?_)
  rw [sub_neg_eq_add, ← sub_eq_add_neg]
  ring
```

As $h$ grows, $e_i-h$ falls and $e_i+h$ rises. Since $f$ is decreasing, the first occupation cannot fall and the second cannot rise. With $w_i\ge0$, $m$ is nondecreasing.

```lean
/-- For nonnegative weights and `T > 0` the magnetization never decreases with the field. -/
theorem magnetization_monotone (hw : ∀ i, 0 ≤ w i) (hT : 0 < T) :
    Monotone (magnetization w e μ T) := by
  have hf : Antitone fermi := fun a b hab =>
    one_div_le_one_div_of_le (by positivity) (by linarith [Real.exp_le_exp.2 hab])
  intro a b hab
  unfold magnetization
  refine Finset.sum_le_sum (fun i _ => mul_le_mul_of_nonneg_left ?_ (hw i))
  exact sub_le_sub (hf (by gcongr)) (hf (by gcongr))
```

For $h\ge0$, apply the one-level bound with $x=(e_i-\mu)/T$ and $d=h/T$, multiply by $w_i$ and sum:

$$m(h)\le W\left[f(-h/T)-f(h/T)\right].$$

```lean
/-- For nonnegative weights, `T > 0` and `h ≥ 0`, the magnetization is at most that of the same
total weight placed at the chemical potential. -/
theorem magnetization_le (hw : ∀ i, 0 ≤ w i) (hT : 0 < T) {h : ℝ} (hh : 0 ≤ h) :
    magnetization w e μ T h ≤ (∑ i, w i) * (fermi (-(h / T)) - fermi (h / T)) := by
  unfold magnetization
  rw [Finset.sum_mul]
  refine Finset.sum_le_sum (fun i _ => ?_)
  have h1 : (e i - h - μ) / T = (e i - μ) / T - h / T := by ring
  have h2 : (e i + h - μ) / T = (e i - μ) / T + h / T := by ring
  rw [h1, h2]
  exact mul_le_mul_of_nonneg_left (fermi_split_le _ (div_nonneg hh hT.le)) (hw i)
```

## No moment survives when $IW\le 2T$

Suppose $M=m(IM)$ with $M>0$.

- If $IM\le0$, monotonicity gives $M\le m(0)=0$, a contradiction.
- If $IM>0$ and $W=0$, the last bound gives $M\le0$, again a contradiction.
- If $IM>0$ and $W>0$, then

$$M\le W\left[f\!\left(-\frac{IM}{T}\right)-f\!\left(\frac{IM}{T}\right)\right]<W\,\frac{IM}{2T}=\frac{IW}{2T}\,M\le M ,$$

which is impossible.

If $M<0$, oddness makes $-M$ a positive solution, which has just been excluded. In the proof, `hpos` rules out positive solutions and `lt_trichotomy` separates the signs of $M$.

In words, the theorem takes nonnegative weights (`hw`), positive temperature (`hT`), the bound $IW\le2T$ (`hI`) and a self-consistent $M$ (`hM`), and concludes $M=0$. The sign of $I$ is free. So is $\mu$, and the conclusion therefore also holds when $\mu$ is readjusted to conserve the electron number: a self-consistent $M$ satisfies the equation at its own $\mu$.

```lean
/-- Smearing quenches Stoner magnetism: for nonnegative weights and `T > 0`, if `I` times the total
weight is at most `2 T`, a self-consistent magnetization vanishes. -/
theorem smearing_quenches_magnetism (hw : ∀ i, 0 ≤ w i) (hT : 0 < T)
    (hI : I * ∑ i, w i ≤ 2 * T) {M : ℝ} (hM : M = magnetization w e μ T (I * M)) :
    M = 0 := by
  have hpos : ∀ M, M = magnetization w e μ T (I * M) → ¬ 0 < M := by
    intro M hM hMp
    have hW : 0 ≤ ∑ i, w i := Finset.sum_nonneg (fun i _ => hw i)
    have hm0 : magnetization w e μ T 0 = 0 := by simp [magnetization]
    rcases le_or_gt (I * M) 0 with h | h
    · have h1 := magnetization_monotone (e := e) (μ := μ) hw hT h
      linarith
    · have h1 := magnetization_le (e := e) (μ := μ) hw hT h.le
      have h2 := fermi_split_lt (div_pos h hT)
      rcases hW.eq_or_lt with h0 | h0
      · rw [← h0, zero_mul] at h1
        linarith
      · -- the response is strictly weaker than the field needed to sustain it
        have h3 := mul_lt_mul_of_pos_left h2 h0
        have h4 : (∑ i, w i) * (I * M / T / 2) ≤ M := by
          have h5 : (∑ i, w i) * (I * M / T / 2) = (I * ∑ i, w i) * M / (2 * T) := by ring
          rw [h5, div_le_iff₀ (by positivity)]
          nlinarith [mul_le_mul_of_nonneg_right hI hMp.le]
        linarith
  rcases lt_trichotomy M 0 with h | h | h
  · exact absurd (neg_pos.2 h) (hpos (-M) (by rw [mul_neg, magnetization_neg, ← hM]))
  · exact h
  · exact absurd h (hpos M hM)
```

Real self-consistent calculations need not obey this model, which assumes that exchange shifts all spin-up levels down and all spin-down levels up by the same amount, proportional to $M$, and changes nothing else. For finitely many levels split in this way with $I>0$ and $W>0$, a zero moment found at $IW\le2T$ follows from the width of the smearing, wherever the levels lie, and does not show that the ground state is nonmagnetic.

## When a nonzero solution exists

By the chain rule, each of the two occupations contributes $w_if_i(1-f_i)/T$ to the slope of $m$ at zero field. The susceptibility $\chi=m'(0)$ therefore obeys

$$T\chi=2\sum_i w_i f_i(1-f_i).$$

This is the response to the total field $h$, half the spin splitting. The response to an applied field alone would also include the exchange feedback.

```lean
/-- For `T > 0` the zero-field spin susceptibility `χ` is fixed by `T χ = 2 ∑ w f (1 - f)`. -/
theorem magnetization_hasDerivAt (hT : 0 < T) {χ : ℝ}
    (hχ : T * χ = 2 * thermalWeight w e μ T) :
    HasDerivAt (magnetization w e μ T) χ 0 := by
  have hi : ∀ i, HasDerivAt
      (fun h => w i * (fermi ((e i - h - μ) / T) - fermi ((e i + h - μ) / T)))
      (w i * (fermi ((e i - μ) / T) * (1 - fermi ((e i - μ) / T))) * (2 / T)) 0 := by
    intro i
    have a : HasDerivAt (fun h : ℝ => (e i - h - μ) / T) (-1 / T) 0 :=
      (((hasDerivAt_id' (0 : ℝ)).const_sub (e i)).sub_const μ).div_const T
    have b : HasDerivAt (fun h : ℝ => (e i + h - μ) / T) (1 / T) 0 :=
      (((hasDerivAt_id' (0 : ℝ)).const_add (e i)).sub_const μ).div_const T
    have a' := (fermi_hasDerivAt _).comp (0 : ℝ) a
    have b' := (fermi_hasDerivAt _).comp (0 : ℝ) b
    refine ((a'.sub b').const_mul (w i)).congr_deriv ?_
    simp only [sub_zero, add_zero]
    ring
  have hs := HasDerivAt.fun_sum (u := Finset.univ) (fun i _ => hi i)
  refine hs.congr_deriv ?_
  unfold thermalWeight at hχ
  rw [← Finset.sum_mul, mul_div_assoc', div_eq_iff hT.ne']
  linear_combination -hχ
```

The Stoner criterion $I\chi>1$ reads $T<2I\sum_i w_if_i(1-f_i)$. Put $G(h)=I\,m(h)-h$. Then $G(0)=0$ and $G'(0)=I\chi-1>0$, so $G(a)>0$ for some small $a>0$. The magnetization saturates, $0\le m(h)\le W$ for $h\ge0$, so at $b=|I|W+a$

$$G(b)\le |I|W-b=-a<0 .$$

By the intermediate value theorem, $G(h)=0$ for some $h\in[a,b]$. Set $M=m(h)\ge0$. Then $IM=h>0$, so $M\ne0$ and $M=m(IM)$.

Lean obtains $a$ from the limit of the difference quotient and $h$ from `intermediate_value_Icc'`. The theorem holds $\mu$ fixed and gives one direction only: $I\chi>1$ suffices for a nonzero self-consistent moment. The solution $M=0$ is still there as well.

```lean
/-- Stoner criterion: for nonnegative weights and `T > 0`, if `T < 2 I ∑ w f (1 - f)`, there is
a self-consistent positive magnetization. -/
theorem stoner_instability (hw : ∀ i, 0 ≤ w i) (hT : 0 < T)
    (hI : T < 2 * I * thermalWeight w e μ T) :
    ∃ M, 0 < M ∧ M = magnetization w e μ T (I * M) := by
  set m := magnetization w e μ T with hm
  have hm0 : m 0 = 0 := by simp [hm, magnetization]
  have hW : 0 ≤ ∑ i, w i := Finset.sum_nonneg (fun i _ => hw i)
  have hnn : ∀ h, 0 ≤ h → 0 ≤ m h := fun h hh =>
    hm0.symm.le.trans (magnetization_monotone hw hT hh)
  have hbd : ∀ h, 0 ≤ h → m h ≤ ∑ i, w i := by
    intro h hh
    have hf : 0 ≤ fermi (h / T) := by unfold fermi; positivity
    refine (magnetization_le hw hT hh).trans ?_
    rw [fermi_neg]
    nlinarith [mul_nonneg hW hf]
  have hf : Continuous fermi :=
    continuous_iff_continuousAt.2 (fun x => (fermi_hasDerivAt x).continuousAt)
  have hcm : Continuous m := by
    change Continuous (fun h => ∑ i, w i *
      (fermi ((e i - h - μ) / T) - fermi ((e i + h - μ) / T)))
    refine continuous_finsetSum _ (fun i _ => ?_)
    have h1 : Continuous (fun h : ℝ => (e i - h - μ) / T) := by fun_prop
    have h2 : Continuous (fun h : ℝ => (e i + h - μ) / T) := by fun_prop
    exact continuous_const.mul ((hf.comp h1).sub (hf.comp h2))
  -- a small field is amplified by the exchange feedback
  have hd : HasDerivAt m (2 * thermalWeight w e μ T / T) 0 :=
    magnetization_hasDerivAt hT (mul_div_cancel₀ _ hT.ne')
  have hG : HasDerivAt (fun h => I * m h - h) (I * (2 * thermalWeight w e μ T / T) - 1) 0 :=
    (hd.const_mul I).fun_sub (hasDerivAt_id' 0)
  have hpos : 0 < I * (2 * thermalWeight w e μ T / T) - 1 := by
    have h1 : I * (2 * thermalWeight w e μ T / T) = 2 * I * thermalWeight w e μ T / T := by ring
    rw [h1, sub_pos, lt_div_iff₀ hT]
    linarith
  obtain ⟨a, hs, ha⟩ := ((hG.tendsto_slope_zero_right.eventually (lt_mem_nhds hpos)).and
    eventually_mem_nhdsWithin).exists
  have ha' : 0 < a := ha
  simp only [zero_add, smul_eq_mul, hm0, mul_zero, sub_zero] at hs
  have h1 : 0 < I * m a - a := (mul_pos_iff_of_pos_left (inv_pos.2 ha')).1 hs
  -- a large field is not sustained, because the magnetization saturates
  obtain ⟨b, hb⟩ : ∃ b, b = |I| * (∑ i, w i) + a := ⟨_, rfl⟩
  have hab : a ≤ b := by linarith [mul_nonneg (abs_nonneg I) hW]
  have hb0 : 0 ≤ b := ha'.le.trans hab
  have h2 := mul_le_mul_of_nonneg_right (le_abs_self I) (hnn b hb0)
  have h3 := mul_le_mul_of_nonneg_left (hbd b hb0) (abs_nonneg I)
  have hmem : (0 : ℝ) ∈ Set.Icc (I * m b - b) (I * m a - a) := ⟨by linarith, h1.le⟩
  have hc : Continuous (fun h => I * m h - h) := (continuous_const.mul hcm).sub continuous_id
  obtain ⟨h, hh, hz⟩ := intermediate_value_Icc' hab hc.continuousOn hmem
  have hz' : I * m h - h = 0 := hz
  have hh0 : 0 < h := lt_of_lt_of_le ha' hh.1
  refine ⟨m h, lt_of_le_of_ne (hnn h hh0.le) (fun h' => ?_), ?_⟩
  · rw [← h'] at hz'
    linarith
  · rw [show I * m h = h by linarith]
```

If all levels lie at $\mu$, then $f_i=\tfrac12$ and $\sum_i w_if_i(1-f_i)=W/4$. The criterion becomes $2T<IW$, exactly the complement of the quenching condition. A nonzero solution then exists if and only if $2T<IW$, so the constant 2 in the quenching bound is the best possible.

```lean
/-- For levels all at the chemical potential, with nonnegative weights and `T > 0`, a nonzero
self-consistent magnetization exists exactly when `2 T` is below `I` times the total weight. -/
theorem degenerate_level_magnetic_iff (hw : ∀ i, 0 ≤ w i) (hT : 0 < T) :
    (∃ M, M ≠ 0 ∧ M = magnetization w (fun _ => μ) μ T (I * M)) ↔ 2 * T < I * ∑ i, w i := by
  constructor
  · rintro ⟨M, hM, h⟩
    by_contra hc
    exact hM (smearing_quenches_magnetism hw hT (not_lt.1 hc) h)
  · intro h
    have h0 : fermi 0 = 1 / 2 := by norm_num [fermi]
    have hI : T < 2 * I * thermalWeight w (fun _ => μ) μ T := by
      simp only [thermalWeight, sub_self, zero_div, h0, ← Finset.sum_mul]
      linarith
    obtain ⟨M, hp, hM⟩ := stoner_instability hw hT hI
    exact ⟨M, hp.ne', hM⟩

end

end StonerSmearing
```

```lean
#print axioms StonerSmearing.smearing_quenches_magnetism
#print axioms StonerSmearing.degenerate_level_magnetic_iff
```

```
'StonerSmearing.smearing_quenches_magnetism' depends on axioms: [propext, Classical.choice, Quot.sound]
'StonerSmearing.degenerate_level_magnetic_iff' depends on axioms: [propext, Classical.choice, Quot.sound]
```

## One level at the chemical potential, in numbers

Take a single level at $\mu$ with $w=1$ and $I=1$ in some energy unit. The threshold is $T=0.5$.

Choose $T=1/(2\ln 3)\approx0.455$, just below it, and try $M=\tfrac12$. Then $IM/T=\ln3$, the spin-up occupation is $f(-\ln3)=\tfrac34$ and the spin-down occupation is $f(\ln3)=\tfrac14$. Their difference is $\tfrac12$, so this moment sustains itself.

At $T=0.5$ the same trial moment gives $IM/T=1$ and a response $f(-1)-f(1)\approx0.462$. This is less than the $0.5$ needed, and the theorem excludes every other nonzero value as well.
